# For the fifth power, the complex-step slope equals p′(x) − h²p‴(x)/6 + h⁴ exactly

The complex-step method estimates the slope of a real polynomial p at x by evaluating p at x + ih and dividing the imaginary part by h. `complexStep_quintic` states that for p(x) = x⁵, with x real and h real and nonzero, this estimate equals p′(x) − h²p‴(x)/6 + h⁴. The identity is exact and in real arithmetic, so h need not be small and rounding plays no part. The proof computes the first derivative, the third derivative and the imaginary part of (x + ih)⁵ as separate facts, substitutes them, clears the division by h, and leaves the remaining polynomial identity to `ring`.

The first attempt, which Lean rejects:

```lean
import Mathlib

open Polynomial Filter Topology

namespace ComplexStepDerivative

noncomputable section

/-- The complex-step estimate of the slope of `p` at `x`: the imaginary part of
`p (x + i h)` divided by the step `h`. -/
def complexStep (p : ℝ[X]) (x h : ℝ) : ℝ :=
  (aeval ((x : ℂ) + (h : ℂ) * Complex.I) p).im / h

/-- For the fifth power and a nonzero step, the complex-step estimate differs from
`p'(x) - h² p'''(x) / 6` by exactly `h⁴`. -/
theorem complexStep_quintic (x : ℝ) {h : ℝ} (hh : h ≠ 0) :
    complexStep (X ^ 5) x h = (derivative (X ^ 5 : ℝ[X])).eval x
      - h ^ 2 * (derivative (derivative (derivative (X ^ 5 : ℝ[X])))).eval x / 6
      + h ^ 4 := by
  have d1 : (derivative (X ^ 5 : ℝ[X])).eval x = 5 * x ^ 4 := by
    simp
  have d3 : (derivative (derivative (derivative (X ^ 5 : ℝ[X])))).eval x = 60 * x ^ 2 := by
    simp [derivative_mul] <;> ring
  have him : (((x : ℂ) + (h : ℂ) * Complex.I) ^ 5).im =
      5 * x ^ 4 * h - 10 * x ^ 2 * h ^ 3 + h ^ 5 := by
    simp only [pow_succ, pow_zero, one_mul, Complex.add_im, Complex.add_re,
      Complex.mul_im, Complex.mul_re, Complex.ofReal_re, Complex.ofReal_im,
      Complex.I_re, Complex.I_im]
    ring
  unfold complexStep
  rw [d1, d3, map_pow, aeval_X, him, div_eq_iff hh]
  ring

end

end ComplexStepDerivative
```

Compiling this gives:

```
Main.lean:20:62: error: unsolved goals
x h : ℝ
hh : h ≠ 0
⊢ 4 + 1 = 5 ∨ x = 0
```

Cause. The one error is in `d1`, the claim that the first derivative of x⁵ is 5x⁴. There `simp` differentiates the power, but leaves the coefficient as `4 + 1`. It then cancels the common factor x⁴ from the two sides, which turns the equation into a disjunction: either the coefficients agree or the cancelled factor is zero, the latter reduced to `x = 0`. What is left is `4 + 1 = 5 ∨ x = 0`. The left side is true, but it is an equation between real numerals, and this `simp` call does not work out the sum. With no further tactic, the goal stays open.

The added `norm_num` does the arithmetic, proves `4 + 1 = 5`, and so closes the disjunction without needing to know anything about `x`.

The change in `d3` is mere tidying: `simp [derivative_mul] <;> ring` becomes the same two tactics on separate lines. Lean reported no error there.

The repair, with which the file compiles:

```diff
@@ -20,6 +20,8 @@
   have d1 : (derivative (X ^ 5 : ℝ[X])).eval x = 5 * x ^ 4 := by
     simp
+    norm_num
   have d3 : (derivative (derivative (derivative (X ^ 5 : ℝ[X])))).eval x = 60 * x ^ 2 := by
-    simp [derivative_mul] <;> ring
+    simp [derivative_mul]
+    ring
   have him : (((x : ℂ) + (h : ℂ) * Complex.I) ^ 5).im =
       5 * x ^ 4 * h - 10 * x ^ 2 * h ^ 3 + h ^ 5 := by
```
